# The primitive energy estimator is minus the β-derivative of the logarithm of the ring-polymer weight

Read the exponent of a ring-polymer weight as $-\beta$ times a classical energy, average that energy, and the result is in general wrong. For a free particle represented by $P$ beads, with the centre of the ring confined to an interval, the average is $(P-1)/(2\beta)$ at inverse temperature $\beta$. It grows with the number of beads, while the thermal energy is $1/(2\beta)$ for every $P$; the two agree only at $P=2$. The springs and the normalisation depend on temperature themselves, and this reading ignores it.

The physical problem is a quantum particle of mass $m$ on a line, in a potential $V$. Its thermal energy is $-d\log Z/d\beta$, with $Z$ the partition function. A discretised path integral approximates $Z$ by an integral of a weight over bead positions $q_0,\dots,q_{P-1}$. The task is to find a function of the beads whose average is minus the $\beta$-derivative of the logarithm of that integral, which is the energy at finite $P$. Path-integral simulations average such a function over sampled configurations; here it is treated for one particle in one dimension at finite $P$.

## Beads, springs and weight

Units have $\hbar=1$, and $\beta=1/(k_BT)$. The assumption `NeZero P` means $P\ge1$.

```lean
import Mathlib

open MeasureTheory Set Filter Topology

namespace PrimitiveEnergyEstimator

noncomputable section

variable {P : ℕ} [NeZero P]
```

The spring sum is $S=\sum_j(q_{j+1}-q_j)^2$. Addition in `Fin P` is cyclic, so the last bead is joined to the first. For $P=1$ this gives $S=0$; for $P=2$ the squared separation counts twice.

```lean
/-- Spring sum of a closed ring of `P` beads: the squared distances between neighbours, with the
last bead joined to the first. -/
def springSum (q : Fin P → ℝ) : ℝ := ∑ j, (q (j + 1) - q j) ^ 2
```

The mean potential is $\bar V=\frac1P\sum_j V(q_j)$.

```lean
/-- Potential energy averaged over the `P ≥ 1` beads. -/
def meanPotential (V : ℝ → ℝ) (q : Fin P → ℝ) : ℝ := (∑ j, V (q j)) / P
```

The weight is the product of $P$ free-particle propagators over imaginary time $\beta/P$, times the potential factor:
$$w=\left(\frac{mP}{2\pi\beta}\right)^{P/2}\exp\left(-\frac{mPS}{2\beta}-\beta\bar V\right).$$

```lean
/-- Ring-polymer weight of a bead configuration at mass `m > 0` and inverse temperature `β > 0`,
in units with `ħ = 1`. -/
def weight (V : ℝ → ℝ) (m β : ℝ) (q : Fin P → ℝ) : ℝ :=
  (m * P / (2 * Real.pi * β)) ^ ((P : ℝ) / 2) *
    Real.exp (-(m * P * springSum q / (2 * β)) - β * meanPotential V q)
```

The next two definitions only name functions of the beads. Their connection with energy is the subject of parts (c), (d) and (h).

```lean
/-- Primitive kinetic energy estimator, for `β ≠ 0`. -/
def kineticEstimator (m β : ℝ) (q : Fin P → ℝ) : ℝ :=
  P / (2 * β) - m * P * springSum q / (2 * β ^ 2)

/-- Primitive energy estimator, for `β ≠ 0`: the kinetic estimator plus the mean potential. -/
def primitiveEstimator (V : ℝ → ℝ) (m β : ℝ) (q : Fin P → ℝ) : ℝ :=
  kineticEstimator m β q + meanPotential V q
```

Finally, $Z_K(\beta)=\int_K w\,dq$ is the partition function with configurations restricted to a region $K\subset\mathbb R^P$.

```lean
/-- Partition function of the ring polymer with bead configurations restricted to a region `K`, for
`m > 0`, `β > 0` and a weight that is integrable over `K`. -/
def partitionFunction (V : ℝ → ℝ) (m : ℝ) (K : Set (Fin P → ℝ)) (β : ℝ) : ℝ :=
  ∫ q in K, weight V m β q
```

## (a) Sign of the weight

**Task.** For $m,\beta>0$, show that $w>0$.

**Solution.** The base $mP/(2\pi\beta)$ is positive because $P\ge1$, so its real power is positive. The exponential is positive, and so is the product.

```lean
/-- The weight is positive for positive mass and inverse temperature. -/
theorem weight_pos (V : ℝ → ℝ) {m β : ℝ} (hm : 0 < m) (hβ : 0 < β) (q : Fin P → ℝ) :
    0 < weight V m β q := by
  have hP : (0 : ℝ) < P := by exact_mod_cast Nat.pos_of_ne_zero (NeZero.ne P)
  unfold weight
  exact mul_pos (Real.rpow_pos_of_pos (by positivity) _) (Real.exp_pos _)
```

The proof applies `mul_pos` to these two factors.

## (b) Expanding the logarithm

**Task.** For $m,\beta>0$, show that
$$\log w=\frac P2\left(\log m+\log\frac{P}{2\pi}-\log\beta\right)-\frac{mPS}{2\beta}-\beta\bar V.$$

**Solution.** The logarithm of the product is a sum. The power contributes $\frac P2\log\frac{mP}{2\pi\beta}$ and the exponential contributes its exponent. Since $m$, $P/(2\pi)$ and $\beta$ are positive, the remaining logarithm splits into three.

```lean
/-- For `m, β > 0` the logarithm of the weight splits into the free-particle normalisation,
the spring term and the potential term. -/
theorem log_weight (V : ℝ → ℝ) {m β : ℝ} (hm : 0 < m) (hβ : 0 < β) (q : Fin P → ℝ) :
    Real.log (weight V m β q) =
      P / 2 * (Real.log m + Real.log (P / (2 * Real.pi)) - Real.log β)
        - m * P * springSum q / (2 * β) - β * meanPotential V q := by
  have hP : (0 : ℝ) < P := by exact_mod_cast Nat.pos_of_ne_zero (NeZero.ne P)
  have hc : (0 : ℝ) < P / (2 * Real.pi) := by positivity
  have hpre : 0 < m * P / (2 * Real.pi * β) := by positivity
  have e : m * P / (2 * Real.pi * β) = m * (P / (2 * Real.pi)) / β := by ring
  unfold weight
  rw [Real.log_mul (Real.rpow_pos_of_pos hpre _).ne' (Real.exp_pos _).ne',
    Real.log_rpow hpre, Real.log_exp, e, Real.log_div (mul_pos hm hc).ne' hβ.ne',
    Real.log_mul hm.ne' hc.ne']
  ring
```

The `rw` chain applies these logarithm rules in turn, each with its positivity or non-vanishing condition.

## (c) Temperature derivative at fixed beads

**Task.** For $m,\beta>0$ and fixed beads, show that
$$-\frac{\partial\log w}{\partial\beta}=\frac{P}{2\beta}-\frac{mPS}{2\beta^2}+\bar V.$$

**Solution.** By (b), the part of $-\log w$ that depends on $\beta$ is
$$\frac P2\log\beta+\frac{mPS}{2\beta}+\beta\bar V.$$
The three terms have derivatives $P/(2\beta)$, $-mPS/(2\beta^2)$ and $\bar V$.

```lean
/-- At fixed beads and `m, β > 0`, minus the `β`-derivative of the logarithm of the weight is
the primitive energy estimator. -/
theorem hasDerivAt_neg_log_weight (V : ℝ → ℝ) {m β : ℝ} (hm : 0 < m) (hβ : 0 < β)
    (q : Fin P → ℝ) :
    HasDerivAt (fun b => -Real.log (weight V m b q))
      (P / (2 * β) - m * P * springSum q / (2 * β ^ 2) + meanPotential V q) β := by
  have h : HasDerivAt (fun b : ℝ =>
      -((P : ℝ) / 2 * (Real.log m + Real.log (P / (2 * Real.pi)) - Real.log b)
        - m * P * springSum q / 2 * b⁻¹ - b * meanPotential V q))
      (P / (2 * β) - m * P * springSum q / (2 * β ^ 2) + meanPotential V q) β :=
    (((((Real.hasDerivAt_log hβ.ne').const_sub _).const_mul _).fun_sub
      ((hasDerivAt_inv hβ.ne').const_mul _)).fun_sub
      ((hasDerivAt_id' β).mul_const _)).fun_neg.congr_deriv (by ring)
  -- the expanded logarithm is valid at all nearby positive temperatures
  refine h.congr_of_eventuallyEq ?_
  filter_upwards [lt_mem_nhds hβ] with b hb
  rw [log_weight V hm hb]
  ring
```

`HasDerivAt f c β` says that `f` is differentiable at `β` with derivative `c`. The proof differentiates the expanded form first. Part (b) identifies that form with $-\log w$ at positive temperatures, so `congr_of_eventuallyEq` transfers the derivative using a neighbourhood of $\beta$ where this holds. The potential may be any real function, because the beads do not move.

## (d) Mass derivative and kinetic energy

**Task.** For $m,\beta>0$, show that
$$\frac m\beta\frac{\partial\log w}{\partial m}=\frac P{2\beta}-\frac{mPS}{2\beta^2}.$$

**Solution.** From (b), $\partial_m\log w=P/(2m)-PS/(2\beta)$. Multiplication by $m/\beta$ gives the claim. This is the result of (c) without $\bar V$, as expected: with $V$ held fixed, only the kinetic energy in the quantum Hamiltonian depends on the mass.

```lean
/-- For `m, β > 0` the kinetic estimator is `m / β` times the mass derivative of the logarithm
of the weight at fixed beads. -/
theorem hasDerivAt_log_weight_mass (V : ℝ → ℝ) {m β : ℝ} (hm : 0 < m) (hβ : 0 < β)
    (q : Fin P → ℝ) :
    HasDerivAt (fun M => m / β * Real.log (weight V M β q)) (kineticEstimator m β q) m := by
  have hmm : m * m⁻¹ = 1 := mul_inv_cancel₀ hm.ne'
  have h : HasDerivAt (fun M : ℝ => m / β *
      ((P : ℝ) / 2 * (Real.log M + (Real.log (P / (2 * Real.pi)) - Real.log β))
        - M * (P * springSum q / (2 * β)) - β * meanPotential V q))
      (kineticEstimator m β q) m :=
    ((((((Real.hasDerivAt_log hm.ne').add_const _).const_mul _).fun_sub
      ((hasDerivAt_id' m).mul_const _)).sub_const _).const_mul _).congr_deriv (by
        unfold kineticEstimator
        linear_combination ((P : ℝ) / (2 * β)) * hmm)
  refine h.congr_of_eventuallyEq ?_
  filter_upwards [lt_mem_nhds hm] with M hM
  rw [log_weight V hM hβ]
  ring
```

The varying mass is `M`, while the prefactor `m / β` stays fixed. The value of the derivative is simplified with $m\,m^{-1}=1$ through `linear_combination`.

## (e) Derivative of the weight itself

**Task.** Write $\varepsilon$ for the right side of (c), which is `primitiveEstimator`. For $m,\beta>0$, show that
$$\frac{\partial w}{\partial\beta}=-\varepsilon w.$$

**Solution.** Since $w=e^{\log w}$, the chain rule gives $\partial_\beta w=w\,\partial_\beta\log w=-\varepsilon w$.

```lean
/-- For `m, β > 0` the `β`-derivative of the weight is minus the primitive estimator times
the weight. -/
theorem hasDerivAt_weight (V : ℝ → ℝ) {m β : ℝ} (hm : 0 < m) (hβ : 0 < β) (q : Fin P → ℝ) :
    HasDerivAt (fun b => weight V m b q)
      (-(primitiveEstimator V m β q * weight V m β q)) β := by
  have h := (hasDerivAt_neg_log_weight V hm hβ q).fun_neg.exp
  rw [neg_neg, Real.exp_log (weight_pos V hm hβ q)] at h
  refine (h.congr_of_eventuallyEq ?_).congr_deriv ?_
  · filter_upwards [lt_mem_nhds hβ] with b hb
    rw [neg_neg, Real.exp_log (weight_pos V hm hb q)]
  · unfold primitiveEstimator kineticEstimator
    ring
```

The proof negates and exponentiates (c), then uses `Real.exp_log` and the positivity from (a) to recover the weight.

## (f) Second derivative

**Task.** For $m,\beta>0$, show that
$$\frac{\partial^2w}{\partial\beta^2}=\left(\varepsilon^2+\frac P{2\beta^2}-\frac{mPS}{\beta^3}\right)w.$$

**Solution.** The estimator depends on temperature explicitly:
$$\frac{\partial\varepsilon}{\partial\beta}=-\frac P{2\beta^2}+\frac{mPS}{\beta^3}.$$
The product rule applied to $-\varepsilon w$ gives $-(\partial_\beta\varepsilon)w-\varepsilon\,\partial_\beta w$, and (e) turns the second term into $\varepsilon^2w$.

```lean
/-- For `m, β > 0` the second `β`-derivative of the weight is the weight times the squared
primitive estimator corrected by the explicit temperature dependence of that estimator. -/
theorem hasDerivAt_deriv_weight (V : ℝ → ℝ) {m β : ℝ} (hm : 0 < m) (hβ : 0 < β)
    (q : Fin P → ℝ) :
    HasDerivAt (deriv fun b => weight V m b q)
      ((primitiveEstimator V m β q ^ 2 + P / (2 * β ^ 2) - m * P * springSum q / β ^ 3)
        * weight V m β q) β := by
  have hi := hasDerivAt_inv hβ.ne'
  have h : HasDerivAt (fun b : ℝ => (P : ℝ) / 2 * b⁻¹
      - m * P * springSum q / 2 * (b⁻¹ * b⁻¹) + meanPotential V q)
      (-(P / (2 * β ^ 2)) + m * P * springSum q / β ^ 3) β :=
    (((hi.const_mul _).fun_sub ((hi.fun_mul hi).const_mul _)).add_const _).congr_deriv (by ring)
  have e : (fun b : ℝ => (P : ℝ) / 2 * b⁻¹
      - m * P * springSum q / 2 * (b⁻¹ * b⁻¹) + meanPotential V q)
      = fun b => primitiveEstimator V m b q := by
    funext b
    unfold primitiveEstimator kineticEstimator
    ring
  rw [e] at h
  refine ((h.fun_mul (hasDerivAt_weight V hm hβ q)).fun_neg.congr_of_eventuallyEq ?_).congr_deriv
    (by ring)
  filter_upwards [lt_mem_nhds hβ] with b hb
  exact (hasDerivAt_weight V hm hb q).deriv
```

The function differentiated here is `deriv fun b => weight V m b q`, which (e) identifies with $-\varepsilon w$ near $\beta$. The bracket is the second-derivative estimator that enters the heat capacity. The identity is for fixed beads; showing that the average of the bracket is $Z_K''/Z_K$ would require a second differentiation under the integral.

## (g) Joint continuity

**Task.** For continuous $V$, show that
$$(\beta,q)\mapsto w\quad\text{and}\quad(\beta,q)\mapsto\varepsilon w$$
are continuous on $\beta>0$.

**Solution.** $S$ is a polynomial in the beads and $\bar V$ is a finite sum of continuous functions. The denominators are powers of $\beta$ times positive constants, hence nonzero. Powers with the positive exponent $P/2$, exponentials, sums and products preserve continuity.

```lean
/-- For a continuous potential, the weight and its product with the primitive
estimator are jointly continuous in the beads and in `β > 0`. -/
theorem continuousOn_weight {V : ℝ → ℝ} (hV : Continuous V) (m : ℝ) :
    ContinuousOn (fun x : ℝ × (Fin P → ℝ) => weight V m x.1 x.2) {x | 0 < x.1} ∧
    ContinuousOn (fun x : ℝ × (Fin P → ℝ) =>
      primitiveEstimator V m x.1 x.2 * weight V m x.1 x.2) {x | 0 < x.1} := by
  have hS : Continuous fun x : ℝ × (Fin P → ℝ) => springSum x.2 := by
    unfold springSum
    fun_prop
  have hU : Continuous fun x : ℝ × (Fin P → ℝ) => meanPotential V x.2 := by
    unfold meanPotential
    fun_prop
  have hw : ContinuousOn (fun x : ℝ × (Fin P → ℝ) => weight V m x.1 x.2) {x | 0 < x.1} := by
    unfold weight
    refine ContinuousOn.mul (ContinuousOn.rpow_const (ContinuousOn.div continuousOn_const
      (by fun_prop) ?_) ?_) (ContinuousOn.rexp (ContinuousOn.sub (ContinuousOn.neg
      (ContinuousOn.div (continuous_const.mul hS).continuousOn (by fun_prop) ?_))
      (continuous_fst.mul hU).continuousOn))
    · intro x hx
      have hx' : 0 < x.1 := hx
      positivity
    · intro x _
      exact Or.inr (by positivity)
    · intro x hx
      have hx' : 0 < x.1 := hx
      positivity
  refine ⟨hw, ContinuousOn.mul ?_ hw⟩
  unfold primitiveEstimator kineticEstimator
  refine ContinuousOn.add (ContinuousOn.sub (ContinuousOn.div continuousOn_const
    (by fun_prop) ?_) (ContinuousOn.div (continuous_const.mul hS).continuousOn
    (by fun_prop) ?_)) hU.continuousOn
  all_goals
    intro x hx
    have hx' : 0 < x.1 := hx
    positivity
```

The Lean pair `x` holds $\beta$ in `x.1` and the beads in `x.2`. The proof builds $w$ from its continuous parts and then multiplies by $\varepsilon$. The statement allows every real `m`, though only positive masses are used below.

## (h) From fixed beads to the thermal average

**Task.** Let $V$ be continuous, $m,\beta>0$, and $K$ compact with positive volume. Show that
$$Z_K>0,\qquad-\frac{d\log Z_K}{d\beta}=\frac{\int_K\varepsilon w\,dq}{Z_K}.$$

**Solution.** By (g), $w$ is continuous on the compact set $K$, hence integrable there. It is positive and $K$ has positive volume, so $Z_K>0$.

For the derivative, $\varepsilon w$ is continuous on the compact set $[\beta/2,2\beta]\times K$, so $|\varepsilon w|\le C$ there for some constant $C$. This constant is integrable over $K$, which has finite volume. Dominated convergence therefore permits differentiation under the integral, and (e) gives
$$\frac{dZ_K}{d\beta}=-\int_K\varepsilon w\,dq.$$
Dividing by $-Z_K$ gives the claim.

```lean
/-- For a continuous potential, `m, β > 0` and beads confined to a compact region of positive
volume, the partition function is positive and minus the `β`-derivative of its logarithm is the
weighted average of the primitive estimator. -/
theorem hasDerivAt_neg_log_partitionFunction {V : ℝ → ℝ} (hV : Continuous V) {m β : ℝ}
    (hm : 0 < m) (hβ : 0 < β) {K : Set (Fin P → ℝ)} (hK : IsCompact K) (hvol : 0 < volume K) :
    0 < partitionFunction V m K β ∧
    HasDerivAt (fun b => -Real.log (partitionFunction V m K b))
      ((∫ q in K, primitiveEstimator V m β q * weight V m β q) / partitionFunction V m K β)
      β := by
  obtain ⟨hw, hg⟩ := continuousOn_weight (P := P) hV m
  have hpair : ∀ b : ℝ, ContinuousOn (fun q : Fin P → ℝ => (b, q)) K := fun b => by fun_prop
  have I1 : ∀ b : ℝ, 0 < b → Integrable (fun q => weight V m b q) (volume.restrict K) :=
    fun b hb => (hw.comp (hpair b) (fun _ _ => hb)).integrableOn_compact hK
  have I2 : Integrable (fun q => primitiveEstimator V m β q * weight V m β q)
      (volume.restrict K) :=
    (hg.comp (hpair β) (fun _ _ => hβ)).integrableOn_compact hK
  have hZ : 0 < partitionFunction V m K β := by
    unfold partitionFunction
    rw [integral_pos_iff_support_of_nonneg (fun q => (weight_pos V hm hβ q).le) (I1 β hβ)]
    have hs : Function.support (fun q : Fin P → ℝ => weight V m β q) = univ :=
      eq_univ_of_forall fun q => (weight_pos V hm hβ q).ne'
    rw [hs, Measure.restrict_apply_univ]
    exact hvol
  -- a uniform bound on the derivative for nearby temperatures and all allowed beads
  have hpos : ∀ b ∈ Icc (β / 2) (2 * β), 0 < b := fun b hb => by linarith [hb.1]
  obtain ⟨C, hC⟩ := (isCompact_Icc.prod hK).exists_bound_of_continuousOn
    (hg.mono (fun x hx => hpos x.1 hx.1))
  have : IsFiniteMeasure (volume.restrict K) :=
    ⟨by rw [Measure.restrict_apply_univ]; exact hK.measure_lt_top⟩
  have hd := (hasDerivAt_integral_of_dominated_loc_of_deriv_le
    (μ := volume.restrict K) (F := fun b q => weight V m b q)
    (F' := fun b q => -(primitiveEstimator V m b q * weight V m b q))
    (bound := fun _ => C)
    (Icc_mem_nhds (by linarith : β / 2 < β) (by linarith : β < 2 * β))
    (by filter_upwards [lt_mem_nhds hβ] with b hb using (I1 b hb).aestronglyMeasurable)
    (I1 β hβ) I2.neg.aestronglyMeasurable
    (by
      filter_upwards [ae_restrict_mem hK.measurableSet] with q hq b hb
      rw [norm_neg]
      exact hC (b, q) ⟨hb, hq⟩)
    (integrable_const C)
    (Eventually.of_forall fun q b hb => hasDerivAt_weight V hm (hpos b hb) q)).2
  rw [integral_neg] at hd
  have hd' : HasDerivAt (partitionFunction V m K)
      (-∫ q in K, primitiveEstimator V m β q * weight V m β q) β := hd
  exact ⟨hZ, (hd'.log hZ.ne').fun_neg.congr_deriv (by ring)⟩

end

end PrimitiveEnergyEstimator
```

`I1` and `I2` supply integrability, `hZ` is the positivity of $Z_K$, and `hC` is the uniform bound. The theorem `hasDerivAt_integral_of_dominated_loc_of_deriv_le` then moves the derivative inside, and the logarithm is differentiated last. The right side is a normalised average, with probability density $w/Z_K$ on $K$.

Compactness of $K$ cannot simply be omitted. Take $P=1$, $V=0$ and $K=\mathbb R$. Then $S=0$ and $w=\sqrt{m/(2\pi\beta)}$ is constant in $q$, so its integral diverges; Lean assigns it the value 0, and the positivity claim fails. Some condition that makes $w$ integrable over $K$ is needed.

The step from this model to the quantum particle on the whole line is the limit in which $K$ fills configuration space and $P\to\infty$. It needs further assumptions on $V$ and a separate argument.

```lean
#print axioms PrimitiveEnergyEstimator.hasDerivAt_neg_log_weight
-- 'PrimitiveEnergyEstimator.hasDerivAt_neg_log_weight' depends on axioms: [propext, Classical.choice, Quot.sound]
#print axioms PrimitiveEnergyEstimator.hasDerivAt_log_weight_mass
-- 'PrimitiveEnergyEstimator.hasDerivAt_log_weight_mass' depends on axioms: [propext, Classical.choice, Quot.sound]
#print axioms PrimitiveEnergyEstimator.hasDerivAt_deriv_weight
-- 'PrimitiveEnergyEstimator.hasDerivAt_deriv_weight' depends on axioms: [propext, Classical.choice, Quot.sound]
#print axioms PrimitiveEnergyEstimator.hasDerivAt_neg_log_partitionFunction
-- 'PrimitiveEnergyEstimator.hasDerivAt_neg_log_partitionFunction' depends on axioms: [propext, Classical.choice, Quot.sound]
```
